# A real symmetric pencil with invertible but indefinite overlap, real spectrum and no eigenbasis

Take a formal model with two basis functions, numbered 0 and 1, and let its Hamiltonian and overlap matrices be

H = [[0, 1], [1, 1]],  S = [[0, 1], [1, 0]].

Both are real and symmetric, and det S = −1, so S is invertible. A generalised eigenpair is a number e and a nonzero vector x with H x = e S x. For this pair of matrices, called a pencil, the only eigenvalue is e = 1, and its eigenvectors all lie along (1, 0). One direction cannot span a two-dimensional space, so there is no eigenbasis, although the spectrum is real.

What is missing is positivity. The norm that S assigns to a vector is x†Sx, where † denotes the conjugate transpose. Here it is +1 for (1, 1)/√2, −1 for (1, −1)/√2 and 0 for each basis function. Inner products of ordinary wavefunctions never give a negative norm, so this S is a formal model and not the overlap matrix of two such functions. In projector augmented-wave and ultrasoft methods the overlap contains augmentation terms that can have either sign; this 2×2 model, which is not built from any actual dataset, shows what can fail in a finite basis if those terms make S indefinite.

## Solving the two component equations

On a vector x = (x₀, x₁) the matrices act as

H x = (x₁, x₀ + x₁),  S x = (x₁, x₀).

The equation H x = e S x therefore reads

x₁ = e x₁,
x₀ + x₁ = e x₀.

Multiply the second equation by x₁ and the first by x₀, then subtract:

x₀x₁ + x₁² − x₀x₁ = e x₀x₁ − e x₀x₁,

that is, x₁² = 0. Hence x₁ = 0. Since x is nonzero, x₀ ≠ 0, and the second equation becomes x₀ = e x₀, so e = 1. Conversely, every vector (x₀, 0) with x₀ ≠ 0 satisfies both equations at e = 1. No step assumed that e is real, so complex eigenvalues are excluded too.

If a basis consisted of eigenvectors, each of its members would have second component zero. So would every linear combination of them, and (0, 1) could not be expanded.

## Why a positive overlap excludes Jordan chains

The missing eigenvector is replaced by a Jordan chain: vectors x and y with

H x = e S x,
H y = e S y + S x.

In the example, x = (1, 0) and y = (0, 1) form such a chain at e = 1, because H y = (1, 1), S y = (1, 0) and S x = (0, 1).

Now let H and S be any Hermitian matrices of the same finite size, and let e be real. Multiplying the second chain equation from the left by x† gives

x†H y = e x†S y + x†S x.

The left-hand side can be evaluated by moving H onto x, using the first chain equation, and moving S back:

x†H y = (H x)†y = (e S x)†y = e (S x)†y = e x†S y.

The third equality uses the reality of e. Comparing the two expressions leaves

x†S x = 0.

The bottom vector of a chain thus has zero overlap norm. If S is positive, meaning that every nonzero state has a positive norm, then x = 0 and the chain is trivial. In the example x†S x = 0 holds with x = (1, 0), which an indefinite S permits.

## Linear growth in time

With ħ = 1, the Schrödinger equation in a fixed non-orthogonal basis is i S ψ′ = H ψ. Consider

ψ(t) = e^(−it) (−it, 1).

Differentiating each component gives

ψ′(t) = e^(−it) (−i − t, −i).

The overlap exchanges the components, so

i S ψ′ = i e^(−it) (−i, −i − t) = e^(−it) (1, 1 − it).

The Hamiltonian gives the same vector:

H ψ = e^(−it) (1, −it + 1).

The phase has modulus one, hence

|ψ₀|² + |ψ₁|² = t² + 1.

The first amplitude grows without bound although the only eigenvalue is real. The sum above is the squared Euclidean norm of the amplitudes. The overlap norm ψ†Sψ of this solution is zero at all times, so it cannot be normalised with S. Adding the solution e^(−it) (1, 0) gives one with the constant overlap norm 2, and its first amplitude, e^(−it) (1 − it), grows as well.

## The pencil in Lean

The development works with complex matrices and vectors throughout.

```lean
import Mathlib

open Matrix
open Complex (I)

namespace DefectivePencil

noncomputable section
```

The eigenpair definition takes a complex `e` and a vector `x : n → ℂ` over a finite index type `n`. The product `H *ᵥ x` is matrix times vector. The condition `x ≠ 0` is part of the definition, since the zero vector would otherwise make every number an eigenvalue.

```lean
/-- A generalised eigenpair: a nonzero vector `x` with `H x = e S x`. -/
def IsEigenpair {n : Type*} [Fintype n] (H S : Matrix n n ℂ) (e : ℂ) (x : n → ℂ) : Prop :=
  x ≠ 0 ∧ H *ᵥ x = e • (S *ᵥ x)
```

The two matrices are entered by rows. Their index type `Fin 2` has elements 0 and 1, matching the subscripts used above.

```lean
/-- The two-level Hamiltonian matrix of the counter-example. -/
def hamiltonian : Matrix (Fin 2) (Fin 2) ℂ := !![0, 1; 1, 1]

/-- The overlap matrix of the counter-example. -/
def overlap : Matrix (Fin 2) (Fin 2) ℂ := !![0, 1; 1, 0]
```

Two lemmas record how the matrices act on a general vector, by checking each component.

```lean
/-- The action of the Hamiltonian on the two amplitudes. -/
theorem hamiltonian_mulVec (x : Fin 2 → ℂ) : hamiltonian *ᵥ x = ![x 1, x 0 + x 1] := by
  ext i
  fin_cases i <;> simp [hamiltonian, Matrix.mulVec, dotProduct, Fin.sum_univ_succ]

/-- The overlap exchanges the two amplitudes. -/
theorem overlap_mulVec (x : Fin 2 → ℂ) : overlap *ᵥ x = ![x 1, x 0] := by
  ext i
  fin_cases i <;> simp [overlap, Matrix.mulVec, dotProduct, Fin.sum_univ_succ]
```

## The eigenpairs and the missing basis vector

The next theorem characterises all eigenpairs: `e` and `x` form one exactly when e = 1, x₀ ≠ 0 and x₁ = 0. In the forward direction, `h0` and `h1` are the two component equations. The first `linear_combination` is the subtraction that produced x₁² = 0, and the last one yields e x₀ = x₀, from which the nonzero factor x₀ is cancelled. The reverse direction substitutes the conditions into the component equations.

```lean
/-- The generalised eigenpairs have `e = 1` and a vector along the first basis function. -/
theorem isEigenpair_iff (e : ℂ) (x : Fin 2 → ℂ) :
    IsEigenpair hamiltonian overlap e x ↔ e = 1 ∧ x 0 ≠ 0 ∧ x 1 = 0 := by
  constructor
  · rintro ⟨hx, h⟩
    rw [hamiltonian_mulVec, overlap_mulVec] at h
    have h0 : x 1 = e * x 1 := congrFun h 0
    have h1 : x 0 + x 1 = e * x 0 := congrFun h 1
    -- the two component equations combine to `x₁² = 0`
    have hsq : x 1 * x 1 = 0 := by linear_combination x 1 * h1 - x 0 * h0
    have hx1 : x 1 = 0 := mul_self_eq_zero.mp hsq
    have hx0 : x 0 ≠ 0 := fun h2 => hx (funext (Fin.forall_fin_two.2 ⟨h2, hx1⟩))
    refine ⟨mul_right_cancel₀ hx0 ?_, hx0, hx1⟩
    linear_combination hx1 - h1
  · rintro ⟨rfl, h0, h1⟩
    refine ⟨fun h => h0 (by simp [h]), ?_⟩
    rw [hamiltonian_mulVec, overlap_mulVec]
    ext i
    fin_cases i <;> simp [h1]
```

The main theorem collects six statements:

- `hamiltonian` is symmetric and Hermitian. Together these say that each entry equals its own complex conjugate, which is how "real symmetric" is expressed for a complex matrix.
- The same holds for `overlap`.
- The determinant of `overlap` is a unit of ℂ, hence nonzero, so the matrix is invertible.
- A complex number `e` has an eigenvector if and only if e = 1.
- The solutions of H x = S x are exactly the complex multiples of (1, 0), including zero.
- No basis of ℂ² consists of eigenpair vectors. Each basis vector is allowed its own eigenvalue.

```lean
/-- Both matrices are real symmetric (symmetric and Hermitian) and the overlap is invertible.
The only generalised eigenvalue is 1, its eigenspace is the line through `(1, 0)`, and no basis
consists of generalised eigenvectors. -/
theorem real_spectrum_without_eigenbasis :
    (hamiltonian.IsSymm ∧ hamiltonian.IsHermitian) ∧
    (overlap.IsSymm ∧ overlap.IsHermitian) ∧ IsUnit overlap.det ∧
    (∀ e : ℂ, (∃ x, IsEigenpair hamiltonian overlap e x) ↔ e = 1) ∧
    (∀ x, hamiltonian *ᵥ x = overlap *ᵥ x ↔ ∃ c : ℂ, x = c • ![1, 0]) ∧
    ¬ ∃ b : Module.Basis (Fin 2) ℂ (Fin 2 → ℂ), ∀ i, ∃ e : ℂ,
      IsEigenpair hamiltonian overlap e (b i) := by
  refine ⟨⟨?_, ?_⟩, ⟨?_, ?_⟩, ?_, ?_, ?_, ?_⟩
  · exact Matrix.IsSymm.ext fun i j => by fin_cases i <;> fin_cases j <;> simp [hamiltonian]
  · exact Matrix.IsHermitian.ext fun i j => by
      fin_cases i <;> fin_cases j <;> simp [hamiltonian]
  · exact Matrix.IsSymm.ext fun i j => by fin_cases i <;> fin_cases j <;> simp [overlap]
  · exact Matrix.IsHermitian.ext fun i j => by fin_cases i <;> fin_cases j <;> simp [overlap]
  · simp [overlap, Matrix.det_fin_two]
  · intro e
    constructor
    · rintro ⟨x, hx⟩
      exact ((isEigenpair_iff e x).1 hx).1
    · intro he
      exact ⟨![1, 0], (isEigenpair_iff e _).2 ⟨he, by simp, by simp⟩⟩
  · intro x
    rw [hamiltonian_mulVec, overlap_mulVec]
    constructor
    · intro h
      have h1 : x 0 + x 1 = x 0 := congrFun h 1
      have hx1 : x 1 = 0 := by linear_combination h1
      refine ⟨x 0, ?_⟩
      ext i
      fin_cases i <;> simp [hx1]
    · rintro ⟨c, rfl⟩
      ext i
      fin_cases i <;> simp
  · rintro ⟨b, hb⟩
    have hb1 : ∀ i, b i 1 = 0 := fun i => by
      obtain ⟨e, he⟩ := hb i
      exact ((isEigenpair_iff e _).1 he).2.2
    -- the second basis function cannot be expanded in such vectors
    have h := congrFun (b.sum_repr ![0, 1]) 1
    simp only [Finset.sum_apply, Pi.smul_apply, hb1, smul_zero, Finset.sum_const_zero] at h
    exact absurd h (by simp)
```

The matrix properties are checked entry by entry, and the eigenvalue statement follows from `isEigenpair_iff`. For the eigenspace, the second component equation at e = 1 gives x₁ = 0, and the multiple of (1, 0) is then x₀ itself.

The final part assumes a basis `b` of eigenvectors. By `isEigenpair_iff`, each `b i` has component 1 equal to zero, which is `hb1`. The identity `b.sum_repr ![0, 1]` expands (0, 1) in the basis. Its component 1 would then read 0 = 1, which is the contradiction.

## Jordan chains in any finite dimension

The general argument needs one property of a Hermitian matrix A, namely x†(A y) = (A x)†y. In Lean, `star x ⬝ᵥ y` stands for x†y, with the conjugation on the first vector.

```lean
/-- A Hermitian matrix can be moved from one side of the inner product to the other. -/
theorem hermitian_swap {n : Type*} [Fintype n] {A : Matrix n n ℂ} (hA : A.IsHermitian)
    (x y : n → ℂ) : star x ⬝ᵥ (A *ᵥ y) = star (A *ᵥ x) ⬝ᵥ y := by
  rw [Matrix.star_mulVec, hA.eq, Matrix.dotProduct_mulVec]
```

The theorem on chains takes Hermitian `H` and `S`, a real number `e` and the two chain equations. It does not require x to be nonzero, nor S to be invertible or positive.

```lean
/-- For Hermitian `H` and `S` of any finite size, the vector `x` at the bottom of a Jordan chain
with real energy has zero overlap norm, `x† S x = 0`. -/
theorem jordanChain_null {n : Type*} [Fintype n] {H S : Matrix n n ℂ}
    (hH : H.IsHermitian) (hS : S.IsHermitian) (e : ℝ) {x y : n → ℂ}
    (hx : H *ᵥ x = (e : ℂ) • (S *ᵥ x))
    (hy : H *ᵥ y = (e : ℂ) • (S *ᵥ y) + S *ᵥ x) :
    star x ⬝ᵥ (S *ᵥ x) = 0 := by
  have he : star (e : ℂ) = e := Complex.conj_ofReal e
  -- project the second chain equation on `x`
  have h := congrArg (fun v => star x ⬝ᵥ v) hy
  simp only [dotProduct_add, dotProduct_smul] at h
  rw [hermitian_swap hH x y, hx, star_smul, smul_dotProduct, hermitian_swap hS x y, he] at h
  simp only [smul_eq_mul] at h
  linear_combination -h
```

The step `congrArg` multiplies the second chain equation by x†. The rewriting then moves H onto x, inserts the first chain equation, and writes x†S y as (S x)†y, so that the two terms containing y can be compared. Reality of the energy enters through `he`, which says that e equals its conjugate. The closing `linear_combination` cancels the equal terms.

Positivity is added as the hypothesis `hpos`: the real part of v†S v is positive for every nonzero v. For Hermitian S this quantity is real, so taking the real part only turns it into a real number that can be compared with zero.

```lean
/-- For Hermitian `H` and a positive Hermitian overlap `S`, the bottom vector of every Jordan chain
with real energy vanishes. -/
theorem no_jordanChain_of_positive {n : Type*} [Fintype n] {H S : Matrix n n ℂ}
    (hH : H.IsHermitian) (hS : S.IsHermitian)
    (hpos : ∀ v : n → ℂ, v ≠ 0 → 0 < (star v ⬝ᵥ (S *ᵥ v)).re) (e : ℝ) {x y : n → ℂ}
    (hx : H *ᵥ x = (e : ℂ) • (S *ᵥ x))
    (hy : H *ᵥ y = (e : ℂ) • (S *ᵥ y) + S *ᵥ x) : x = 0 := by
  by_contra hne
  have h := hpos x hne
  rw [jordanChain_null hH hS e hx hy] at h
  simp at h
```

The proof supposes x ≠ 0, so that its norm is positive by `hpos`, while `jordanChain_null` makes it zero. This rules out nontrivial chains at real energies; the full spectral theorem for a positive overlap, which supplies real eigenvalues and an eigenbasis, is a stronger statement that the development neither uses nor derives.

The example supplies a chain whose bottom vector is not zero. The energy is written as the real number 1 regarded as a complex number, in the form that the two preceding theorems expect.

```lean
/-- In the counter-example the vectors `(1, 0)` and `(0, 1)` form a Jordan chain with
energy 1. -/
theorem jordanChain_witness :
    hamiltonian *ᵥ ![1, 0] = ((1 : ℝ) : ℂ) • (overlap *ᵥ ![1, 0]) ∧
    hamiltonian *ᵥ ![0, 1] = ((1 : ℝ) : ℂ) • (overlap *ᵥ ![0, 1]) + overlap *ᵥ ![1, 0] := by
  simp only [hamiltonian_mulVec, overlap_mulVec]
  constructor <;> ext i <;> fin_cases i <;> simp
```

## The growing solution

The state is defined for every real time t by its two amplitudes, with the phase multiplied into each of them.

```lean
/-- The time-dependent state with amplitudes `-i t exp(-i t)` and `exp(-i t)`. -/
def secularState (t : ℝ) : Fin 2 → ℂ :=
  ![-I * t * Complex.exp (-I * t), Complex.exp (-I * t)]
```

The theorem makes three assertions at each t: the state is differentiable, it satisfies i S ψ′ = H ψ, and its squared Euclidean norm is 1 + t². Differentiability is stated separately because Lean's `deriv` returns zero where no derivative exists, so the equation alone would not ensure that ψ′ is a true derivative. The norm is written as a sum of two squared moduli because the default norm on `Fin 2 → ℂ` is the largest component modulus.

```lean
/-- The state solves the Schrödinger equation `i S ψ' = H ψ` of the counter-example, and its
squared Euclidean norm is `1 + t²`. -/
theorem secular_growth (t : ℝ) :
    DifferentiableAt ℝ secularState t ∧
    I • (overlap *ᵥ deriv secularState t) = hamiltonian *ᵥ secularState t ∧
    ‖secularState t 0‖ ^ 2 + ‖secularState t 1‖ ^ 2 = 1 + t ^ 2 := by
  have hl : HasDerivAt (fun s : ℝ => -I * (s : ℂ)) (-I) t := by
    have h1 := (HasDerivAt.ofReal_comp (hasDerivAt_id t)).const_mul (-I)
    exact h1.congr_deriv (by simp)
  have hE : HasDerivAt (fun s : ℝ => Complex.exp (-I * s)) (-I * Complex.exp (-I * t)) t :=
    hl.cexp.congr_deriv (by ring)
  have h : HasDerivAt secularState
      ![-I * Complex.exp (-I * t) - t * Complex.exp (-I * t), -I * Complex.exp (-I * t)] t := by
    refine hasDerivAt_pi.2 (Fin.forall_fin_two.2 ⟨?_, hE⟩)
    exact (hl.fun_mul hE).congr_deriv (by
      show _ = -I * Complex.exp (-I * t) - t * Complex.exp (-I * t)
      linear_combination (t * Complex.exp (-I * t)) * Complex.I_sq)
  refine ⟨h.differentiableAt, ?_, ?_⟩
  · rw [h.deriv, overlap_mulVec, hamiltonian_mulVec]
    refine funext (Fin.forall_fin_two.2 ⟨?_, ?_⟩)
    · show I * (-I * Complex.exp (-I * t)) = Complex.exp (-I * t)
      linear_combination (-Complex.exp (-I * t)) * Complex.I_sq
    · show I * (-I * Complex.exp (-I * t) - t * Complex.exp (-I * t)) =
        -I * t * Complex.exp (-I * t) + Complex.exp (-I * t)
      linear_combination (-Complex.exp (-I * t)) * Complex.I_sq
  · -- the phase has modulus one, so only the linear factor grows
    have hn : ‖Complex.exp (-I * t)‖ = 1 := by
      rw [Complex.norm_exp]
      simp
    show ‖-I * t * Complex.exp (-I * t)‖ ^ 2 + ‖Complex.exp (-I * t)‖ ^ 2 = 1 + t ^ 2
    rw [norm_mul, norm_mul, norm_neg, Complex.norm_I, Complex.norm_real, hn, Real.norm_eq_abs]
    linear_combination sq_abs t

end

end DefectivePencil
```

In the proof, `hl` differentiates −it, `hE` differentiates the phase by the chain rule, and `h` combines them with the product rule into the vector ψ′ found above. The Schrödinger equation is then checked component by component, where `Complex.I_sq` supplies i² = −1. For the norm, `hn` states that the phase has modulus one, which leaves |t|² + 1.

The theorem concerns this one solution of a time-independent two-level model. It describes exact evolution in continuous time, so the growth comes from the pencil and not from a time-stepping error.

```lean
#print axioms DefectivePencil.real_spectrum_without_eigenbasis
-- 'DefectivePencil.real_spectrum_without_eigenbasis' depends on axioms: [propext, Classical.choice, Quot.sound]
#print axioms DefectivePencil.no_jordanChain_of_positive
-- 'DefectivePencil.no_jordanChain_of_positive' depends on axioms: [propext, Classical.choice, Quot.sound]
#print axioms DefectivePencil.secular_growth
-- 'DefectivePencil.secular_growth' depends on axioms: [propext, Classical.choice, Quot.sound]
```
